# The density \(x^p\) with \(p>0\) has finite Weizsäcker energy on \((0,1]\) exactly when \(p>1\)

Electrons confined by a hard wall have a density \(n(x)\) that goes to zero at the wall, and the way it does so decides whether the Weizsäcker kinetic energy \(\int n'(x)^2/(8n(x))\,dx\) is finite near the wall. The Lean file below settles the question for one-dimensional densities that vanish like a power of the distance \(x\) from the wall, with enough control of the slope.

```lean
import Mathlib

open MeasureTheory Filter Set Topology

namespace WeizsaeckerDensityZeros

noncomputable section

/-- The Weizsaecker kinetic energy density `n'² / (8 n)` of a one-dimensional density `n`. -/
def weizsaeckerDensity (n : ℝ → ℝ) (x : ℝ) : ℝ := (deriv n x) ^ 2 / (8 * n x)

/-- The function `A x^p` of `x`, with real amplitude `A` and real exponent `p`. -/
def powerDensity (A p : ℝ) (x : ℝ) : ℝ := A * x ^ p

/-- For `x > 0`, the exponents in the Weizsaecker quotient combine as `(x^(p-1))² = x^(p-2) x^p`. -/
theorem rpow_sub_one_sq {x : ℝ} (hx : 0 < x) (p : ℝ) :
    (x ^ (p - 1)) ^ 2 = x ^ (p - 2) * x ^ p := by
  rw [sq, ← Real.rpow_add hx, ← Real.rpow_add hx]
  congr 1
  ring

/-- For `n = A x^p` with `A > 0`, the Weizsaecker energy density at `x > 0` is `(A p² / 8) x^(p-2)`.
-/
theorem weizsaeckerDensity_power {A x : ℝ} (hA : 0 < A) (hx : 0 < x) (p : ℝ) :
    weizsaeckerDensity (powerDensity A p) x = A * p ^ 2 / 8 * x ^ (p - 2) := by
  have hd : HasDerivAt (powerDensity A p) (A * (p * x ^ (p - 1))) x :=
    (Real.hasDerivAt_rpow_const (Or.inl hx.ne')).const_mul A
  have hv : 0 < x ^ p := Real.rpow_pos_of_pos hx p
  have hne : 8 * (A * x ^ p) ≠ 0 := by positivity
  unfold weizsaeckerDensity
  rw [hd.deriv]
  unfold powerDensity
  rw [div_eq_iff hne]
  linear_combination A ^ 2 * p ^ 2 * rpow_sub_one_sq hx p

/-- For `n = A x^p` with `A, p, L > 0`, the Weizsaecker energy density is integrable on `(0, L]` if
and only if `p > 1`. -/
theorem integrableOn_power_iff {A p L : ℝ} (hA : 0 < A) (hp : 0 < p) (hL : 0 < L) :
    IntegrableOn (weizsaeckerDensity (powerDensity A p)) (Ioc 0 L) ↔ 1 < p := by
  have heq : EqOn (weizsaeckerDensity (powerDensity A p))
      (fun x => A * p ^ 2 / 8 * x ^ (p - 2)) (Ioc 0 L) :=
    fun x hx => weizsaeckerDensity_power hA hx.1 p
  have hc : A * p ^ 2 / 8 ≠ 0 := by positivity
  rw [integrableOn_congr_fun heq measurableSet_Ioc, integrableOn_Ioc_iff_integrableOn_Ioo]
  -- the positive prefactor does not matter, only the exponent p - 2
  refine (integrable_const_mul_iff (IsUnit.mk0 _ hc) _).trans ?_
  refine (intervalIntegral.integrableOn_Ioo_rpow_iff (s := p - 2) hL).trans ?_
  constructor <;> intro h <;> linarith

/-- For `n = A x^p` with `A, L > 0` and `p > 1`, the Weizsaecker energy on `(0, L]` is `A p² L^(p-1)
/ (8 (p-1))`. -/
theorem energy_power {A p L : ℝ} (hA : 0 < A) (hp : 1 < p) (hL : 0 < L) :
    ∫ x in Ioc 0 L, weizsaeckerDensity (powerDensity A p) x
      = A * p ^ 2 * L ^ (p - 1) / (8 * (p - 1)) := by
  have heq : EqOn (weizsaeckerDensity (powerDensity A p))
      (fun x => A * p ^ 2 / 8 * x ^ (p - 2)) (Ioc 0 L) :=
    fun x hx => weizsaeckerDensity_power hA hx.1 p
  have hp1 : p - 1 ≠ 0 := by linarith
  have he : p - 2 + 1 = p - 1 := by ring
  rw [setIntegral_congr_fun measurableSet_Ioc heq, ← intervalIntegral.integral_of_le hL.le,
    intervalIntegral.integral_const_mul, integral_rpow (Or.inl (by linarith)), he,
    Real.zero_rpow hp1, sub_zero]
  field_simp

/-- For the linear density `n = A x` with `A > 0`, the Weizsaecker energy between a cutoff `e` and
`L`, where `0 < e ≤ L`, is `(A / 8) log (L / e)`. -/
theorem energy_linear_cutoff {A e L : ℝ} (hA : 0 < A) (he : 0 < e) (heL : e ≤ L) :
    ∫ x in e..L, weizsaeckerDensity (powerDensity A 1) x = A / 8 * Real.log (L / e) := by
  have heq : EqOn (weizsaeckerDensity (powerDensity A 1))
      (fun x => A / 8 * x⁻¹) (uIcc e L) := by
    intro x hx
    rw [uIcc_of_le heL] at hx
    have hx0 : 0 < x := lt_of_lt_of_le he hx.1
    have h1 : (1 : ℝ) - 2 = -1 := by norm_num
    simp only [weizsaeckerDensity_power hA hx0, h1, Real.rpow_neg_one, one_pow, mul_one]
  rw [intervalIntegral.integral_congr heq, intervalIntegral.integral_const_mul,
    integral_inv_of_pos he (lt_of_lt_of_le he heL)]

/-- A real power `x^s` is integrable near `0` from the right if and only if `s > -1`. -/
theorem rpow_integrableAt_zero_iff (s : ℝ) :
    IntegrableAtFilter (fun x : ℝ => x ^ s) (𝓝[>] 0) volume ↔ -1 < s := by
  constructor
  · rintro ⟨t, ht, hint⟩
    obtain ⟨u, hu, hsub⟩ := mem_nhdsGT_iff_exists_Ioo_subset.1 ht
    exact (intervalIntegral.integrableOn_Ioo_rpow_iff hu).1 (hint.mono_set hsub)
  · intro h
    exact ⟨Ioo 0 1, Ioo_mem_nhdsGT one_pos,
      (intervalIntegral.integrableOn_Ioo_rpow_iff one_pos).2 h⟩

/-- If a measurable `n` behaves as `A x^p` and `n'` as `A p x^(p-1)` when `x → 0+`, with `A, p > 0`,
then the Weizsaecker energy density is integrable near the zero if and only if `p > 1`. -/
theorem integrableAt_zero_iff {n : ℝ → ℝ} {A p : ℝ} (hA : 0 < A) (hp : 0 < p)
    (hm : Measurable n)
    (hn : Tendsto (fun x => n x / x ^ p) (𝓝[>] 0) (𝓝 A))
    (hd : Tendsto (fun x => deriv n x / x ^ (p - 1)) (𝓝[>] 0) (𝓝 (A * p))) :
    IntegrableAtFilter (weizsaeckerDensity n) (𝓝[>] 0) volume ↔ 1 < p := by
  obtain ⟨c, hc⟩ : ∃ c, c = (A * p) ^ 2 / (8 * A) := ⟨_, rfl⟩
  have hc0 : 0 < c := by rw [hc]; positivity
  have hpos : ∀ᶠ x : ℝ in 𝓝[>] 0, 0 < x := self_mem_nhdsWithin
  -- the energy density divided by x^(p-2) has a positive limit
  have hlim : Tendsto (fun x => weizsaeckerDensity n x / x ^ (p - 2)) (𝓝[>] 0) (𝓝 c) := by
    rw [hc]
    refine ((hd.pow 2).div (hn.const_mul 8) (by positivity)).congr' ?_
    filter_upwards [hpos] with x hx
    have hv : x ^ p ≠ 0 := (Real.rpow_pos_of_pos hx p).ne'
    have hw : x ^ (p - 2) ≠ 0 := (Real.rpow_pos_of_pos hx _).ne'
    simp only [weizsaeckerDensity, Pi.div_apply, div_pow, rpow_sub_one_sq hx p]
    by_cases h0 : n x = 0
    · simp [h0]
    · field_simp
  have hlow := hlim.eventually (lt_mem_nhds (show c / 2 < c by linarith))
  have hupp := hlim.eventually (gt_mem_nhds (show c < 2 * c by linarith))
  -- hence each of the two functions bounds the other near zero
  have hO : weizsaeckerDensity n =O[𝓝[>] 0] (fun x : ℝ => x ^ (p - 2)) := by
    refine Asymptotics.IsBigO.of_bound (2 * c) ?_
    filter_upwards [hpos, hlow, hupp] with x hx h1 h2
    have hw : 0 < x ^ (p - 2) := Real.rpow_pos_of_pos hx _
    rw [lt_div_iff₀ hw] at h1
    rw [div_lt_iff₀ hw] at h2
    have hf : 0 < weizsaeckerDensity n x := lt_trans (by positivity) h1
    rw [Real.norm_of_nonneg hf.le, Real.norm_of_nonneg hw.le]
    exact h2.le
  have hO' : (fun x : ℝ => x ^ (p - 2)) =O[𝓝[>] 0] weizsaeckerDensity n := by
    refine Asymptotics.IsBigO.of_bound (2 / c) ?_
    filter_upwards [hpos, hlow] with x hx h1
    have hw : 0 < x ^ (p - 2) := Real.rpow_pos_of_pos hx _
    rw [lt_div_iff₀ hw] at h1
    have hf : 0 < weizsaeckerDensity n x := lt_trans (by positivity) h1
    rw [Real.norm_of_nonneg hf.le, Real.norm_of_nonneg hw.le, div_mul_eq_mul_div,
      le_div_iff₀ hc0]
    linarith
  have hmf : Measurable (weizsaeckerDensity n) :=
    ((measurable_deriv n).pow_const 2).div (hm.const_mul 8)
  have hmg : Measurable (fun x : ℝ => x ^ (p - 2)) := measurable_id.pow_const (p - 2)
  have key : IntegrableAtFilter (weizsaeckerDensity n) (𝓝[>] 0) volume ↔ -1 < p - 2 := by
    rw [← rpow_integrableAt_zero_iff]
    exact ⟨fun h => hO'.integrableAtFilter ⟨univ, univ_mem, hmg.aestronglyMeasurable⟩ h,
      fun h => hO.integrableAtFilter ⟨univ, univ_mem, hmf.aestronglyMeasurable⟩ h⟩
  rw [key]
  constructor <;> intro h <;> linarith

/-- If a continuously differentiable function `n` on the real line vanishes at `0` with positive
slope, its Weizsaecker energy density is not integrable on any interval `(0, L]` with `L > 0`. -/
theorem linear_zero_not_integrable {n : ℝ → ℝ} (hdiff : Differentiable ℝ n)
    (hcont : Continuous (deriv n)) (h0 : n 0 = 0) (hslope : 0 < deriv n 0)
    {L : ℝ} (hL : 0 < L) :
    ¬ IntegrableOn (weizsaeckerDensity n) (Ioc 0 L) := by
  intro hint
  -- n(x)/x tends to the slope at the origin
  have hs := (hasDerivAt_iff_tendsto_slope_zero.1 (hdiff 0).hasDerivAt).mono_left
    (nhdsWithin_mono (0 : ℝ) (fun x (hx : x ∈ Ioi (0 : ℝ)) => (mem_Ioi.1 hx).ne'))
  have hn : Tendsto (fun x => n x / x ^ (1 : ℝ)) (𝓝[>] 0) (𝓝 (deriv n 0)) :=
    hs.congr fun x => by simp [h0, div_eq_inv_mul]
  have hd : Tendsto (fun x => deriv n x / x ^ ((1 : ℝ) - 1)) (𝓝[>] 0)
      (𝓝 (deriv n 0 * 1)) := by
    rw [mul_one]
    exact ((hcont.tendsto 0).mono_left nhdsWithin_le_nhds).congr fun x => by simp
  exact lt_irrefl (1 : ℝ) ((integrableAt_zero_iff hslope one_pos
    hdiff.continuous.measurable hn hd).1 ⟨Ioc 0 L, Ioc_mem_nhdsGT hL, hint⟩)

end

end WeizsaeckerDensityZeros
```

```lean
#print axioms WeizsaeckerDensityZeros.weizsaeckerDensity_power
-- 'WeizsaeckerDensityZeros.weizsaeckerDensity_power' depends on axioms: [propext, Classical.choice, Quot.sound]
#print axioms WeizsaeckerDensityZeros.energy_power
-- 'WeizsaeckerDensityZeros.energy_power' depends on axioms: [propext, Classical.choice, Quot.sound]
#print axioms WeizsaeckerDensityZeros.energy_linear_cutoff
-- 'WeizsaeckerDensityZeros.energy_linear_cutoff' depends on axioms: [propext, Classical.choice, Quot.sound]
#print axioms WeizsaeckerDensityZeros.linear_zero_not_integrable
-- 'WeizsaeckerDensityZeros.linear_zero_not_integrable' depends on axioms: [propext, Classical.choice, Quot.sound]
```

## Power densities, a cutoff and more general zeros

The function `weizsaeckerDensity n` is the integrand \(n'^2/(8n)\), where `deriv n` is the ordinary derivative of a real function. The function `powerDensity A p` is \(n(x)=Ax^p\), with a real exponent \(p\) and an amplitude \(A\). The wall is at \(x=0\), and the energy is counted over the interval `Ioc 0 L`, which is \((0,L]\).

For \(A\), \(p\) and \(L\) all positive, `integrableOn_power_iff` says that the energy density is integrable on \((0,L]\) if and only if \(p>1\). When \(p>1\), `energy_power` gives the energy:

\[
\int_0^L \frac{n'^2}{8n}\,dx=\frac{A\,p^2L^{p-1}}{8(p-1)} .
\]

Setting \(A=L=1\) gives \(p^2/(8(p-1))\) for the density in the title. The condition \(p>0\) makes \(x=0\) a zero of the density. At \(p=0\) the density is constant and its Weizsäcker energy is zero, so the criterion would fail there.

Infinite energy is expressed as failure of integrability, because Lean assigns the value zero to the integral of a non-integrable function. For the linear density \(n=Ax\), `energy_linear_cutoff` makes the divergence explicit. If the integration starts at a cutoff \(e\) with \(0<e\le L\), the energy is \((A/8)\ln(L/e)\), which grows without bound as \(e\to0\).

Two further theorems cover densities that are not exact powers. In `integrableAt_zero_iff`, the density is measurable and satisfies, as \(x\) approaches zero from the right,

\[
\frac{n(x)}{x^p}\to A,\qquad \frac{n'(x)}{x^{p-1}}\to Ap,\qquad A,p>0 .
\]

The conclusion is that the energy density is integrable on some interval \((0,\delta)\) with \(\delta>0\) if and only if \(p>1\). The expression `IntegrableAtFilter ... (𝓝[>] 0) volume` is Lean's way of saying this. The second limit is a separate hypothesis because the first does not control the slope: a ripple can be negligible in \(n\) and still have a large derivative.

Finally, `linear_zero_not_integrable` takes a continuously differentiable \(n\) with \(n(0)=0\) and \(n'(0)>0\), and concludes that the energy density is not integrable on \((0,L]\) for any \(L>0\).

## What the exponent means at a wall

The formula uses atomic units. Where \(n>0\), writing \(n=\varphi^2\) with \(\varphi=\sqrt n\) turns the integrand into \(\tfrac12\varphi'^2\), the kinetic energy density of a single real orbital. An orbital that vanishes linearly at a wall gives a density that vanishes quadratically. This is the case \(p=2\); for the exact power \(n=Ax^2\) the energy on \((0,L]\) is \(AL/2\). A density that vanishes linearly corresponds instead to \(\varphi\propto\sqrt x\), whose slope is too steep at the wall for \(\varphi'^2\) to be integrable.

The amplitude \(A\) is free in the theorems. If the interval \((0,L]\) contains exactly one particle, then \(A=(p+1)/L^{p+1}\), and the energy for \(p>1\) becomes

\[
\frac{p^2(p+1)}{8(p-1)L^2}.
\]

The criterion matters when a Weizsäcker term is evaluated on an approximate density. For non-interacting electrons in one dimension, the Thomas–Fermi density vanishes as the square root of the distance from a turning point where the force is nonzero, so \(p=1/2\) and the Weizsäcker energy of that density is infinite.

The last theorem requires differentiability on the whole real line, so its \(n\) becomes negative just to the left of the wall. It should be read as a smooth continuation of the physical density, of which only the part at \(x>0\) enters the integral. A density that is set to zero behind the wall has a kink at \(x=0\) when its slope there is positive. For such a density `integrableAt_zero_iff` is the appropriate theorem, since it uses only limits from the right.

The model is one-dimensional and concerns one zero, at the end of the interval. It does not treat a point zero in three dimensions, where the volume element changes the counting of powers. Nor does it treat densities with logarithmic factors or with zeros faster than every power.

## Counting powers near the zero

For \(n=Ax^p\) and \(x>0\), the derivative is \(n'=Apx^{p-1}\). The exponents combine through

\[
(x^{p-1})^2=x^{2p-2}=x^{p-2}x^p ,
\]

so that

\[
\frac{n'^2}{8n}=\frac{A^2p^2x^{p-2}x^p}{8Ax^p}=\frac{Ap^2}{8}\,x^{p-2}.
\]

The prefactor is positive, and only the exponent \(p-2\) decides whether the integral converges. With a cutoff \(e\),

\[
\int_e^L x^{p-2}\,dx=
\begin{cases}
\dfrac{L^{p-1}-e^{p-1}}{p-1}, & p\ne1,\\[2mm]
\ln(L/e), & p=1.
\end{cases}
\]

As \(e\to0\), the term \(e^{p-1}\) vanishes for \(p>1\) and diverges for \(p<1\), while the logarithm diverges at \(p=1\). The limit is therefore finite exactly when \(p>1\), and it equals \(L^{p-1}/(p-1)\). Multiplying by \(Ap^2/8\) gives the stated energy.

For a density that only approaches a power, write \(w=n'^2/(8n)\) and divide by \(x^{p-2}\). The same exponent identity gives

\[
\frac{w(x)}{x^{p-2}}
=\frac{\bigl(n'(x)/x^{p-1}\bigr)^2}{8\,n(x)/x^p}
\longrightarrow \frac{(Ap)^2}{8A}=c>0 .
\]

Close enough to the wall the ratio lies between \(c/2\) and \(2c\), which means

\[
\frac c2\,x^{p-2}<w(x)<2c\,x^{p-2}.
\]

If \(x^{p-2}\) is integrable near zero, the upper bound makes \(w\) integrable there. If \(w\) is integrable, the lower bound makes \(x^{p-2}\) integrable. Both are therefore integrable precisely when \(p-2>-1\), that is, when \(p>1\).

For a continuously differentiable density with \(n(0)=0\) and \(n'(0)>0\), the definition of the derivative gives \(n(x)/x\to n'(0)\), and continuity gives \(n'(x)\to n'(0)\). These are the two required limits with \(p=1\) and \(A=n'(0)\). Since \(p=1\) does not satisfy \(p>1\), the energy density is not integrable near the wall, and hence not on \((0,L]\).

## From the exponent identity to the linear zero in Lean

The lemma `rpow_sub_one_sq` proves the exponent identity by combining real powers of a positive base and comparing the exponents. In `weizsaeckerDensity_power`, the fact `hd` supplies the derivative of \(Ax^p\). After the denominator is cleared, `linear_combination` uses the exponent identity to finish the pointwise formula.

The proof of `integrableOn_power_iff` replaces the energy density by that formula on \((0,L]\). It removes the endpoint \(L\), which has measure zero, and then the nonzero constant. Mathlib's criterion for \(x^s\), used with \(s=p-2\), leaves the inequality \(-1<p-2\), and `linarith` converts it to \(1<p\) and back.

The same replacement begins `energy_power`. There `integral_rpow` integrates the power, and `Real.zero_rpow` removes the contribution \(0^{p-1}\) at the lower limit. In `energy_linear_cutoff` the integrand is \((A/8)x^{-1}\), and `integral_inv_of_pos` produces the logarithm.

The lemma `rpow_integrableAt_zero_iff` restates the power criterion for some interval next to zero, without fixing its length. If \(x^s\) is integrable on a set that contains all points sufficiently close to zero on the right, it is integrable on a short interval \((0,u)\), so \(s>-1\). In the other direction, the interval \((0,1)\) suffices.

The comparison argument is carried out in `integrableAt_zero_iff`. The statement `hlim` is the limit of \(w/x^{p-2}\), obtained by squaring and dividing the two assumed limits. From it, `hlow` and `hupp` extract the bounds \(c/2\) and \(2c\) close to the wall. These become two big-O statements: `hO` bounds \(w\) by \(2c\,x^{p-2}\), and `hO'` bounds \(x^{p-2}\) by \((2/c)w\). Each transfers integrability in one direction, with the measurability of the two functions supplied by `hmf` and `hmg`. The intermediate result `key` then reduces the question to \(-1<p-2\).

In `linear_zero_not_integrable`, the assumption to be refuted is that the energy density is integrable on \((0,L]\). The statement `hs` gives the limit of the difference quotient at the origin. It is rewritten as `hn`, while `hd` comes from the continuity of the derivative. Applying the previous theorem with \(p=1\) yields \(1<1\), a contradiction.

## An energy allowed to take the value infinity

The energy could also have been defined as an integral with values in \([0,\infty]\). For \(n=Ax^p\), the result for \(0<p\le1\) would then read "the energy equals \(\infty\)", and the criterion and the value could be stated as one formula with two cases. The physical content for a non-negative density would be the same. The integrand would first have to be converted to a non-negative extended number, however, and the finite energy for \(p>1\) converted back to a real number before it could be used in ordinary algebra.
